# With |P″| ≤ M, the mean-potential charging energy is accurate to M(b−a)³/12

**A:** Let an interface have energy \(E(q)\) at charge \(q\), and let \(P=E'\) be its potential. If \(|P''|\le M\) for all charges between \(a\) and \(b\), with \(a<b\), then

\[
\left|E(b)-E(a)-\frac{(b-a)\,(P(a)+P(b))}{2}\right|\le \frac{M(b-a)^3}{12}.
\]

The estimate is exact when \(P\) is affine in \(q\), which is the case of constant capacitance, and it is never too small when \(P\) is convex. In simulations of electrochemical interfaces, this bounds the error of a charge-extrapolation correction built from two potentials, for an interface described by one smooth energy curve in one charge variable.

**Q:** That looks like the trapezoidal rule. Where is the electrochemistry?

**A:** It is the trapezoidal rule, and the electrochemistry lies in what the symbols mean. The slope \(\kappa=P'\) is the inverse differential capacitance, and \(\kappa'=P''\) says how fast it varies with charge. So \(M\) limits the departure from an ideal capacitor. It is an input that the theorem does not supply: it expresses what is known or assumed about how the capacitance varies with charge.

In Lean 4 with Mathlib:

```lean
import Mathlib

open Set

namespace ChargeExtrapolation

noncomputable section
```

The estimate is the transferred charge times the mean of the two end potentials:

```lean
/-- The two-point estimate of the energy of charging an interface from `a` to `b`:
the transferred charge times the mean of the initial and final potentials. -/
def chargingEstimate (P : ℝ → ℝ) (a b : ℝ) : ℝ := (b - a) * (P a + P b) / 2
```

A cell with a fixed number of electrons changes its potential during a reaction, whereas a real electrode is held at a potential \(U\). The energy to compare is then the grand energy \(E(q)-Uq\):

```lean
/-- The grand energy of an interface with charge `q` in contact with a charge reservoir
at potential `U`. -/
def grandEnergy (E : ℝ → ℝ) (U q : ℝ) : ℝ := E q - U * q
```

**Q:** Show me the bound by hand before I look at any more code.

**A:** Take the error with a variable upper end \(t\), leave out its constant term \(-E(a)\), and add the allowed correction:

\[
g(t)=E(t)-\frac{(t-a)(P(a)+P(t))}{2}+\frac{M(t-a)^3}{12}.
\]

Differentiate twice, using \(E'=P\), \(P'=\kappa\):

\[
g'(t)=\frac{P(t)-P(a)}{2}-\frac{(t-a)\kappa(t)}{2}+\frac{M(t-a)^2}{4},
\qquad
g''(t)=\frac{(t-a)(M-\kappa'(t))}{2}.
\]

Since \(\kappa'\le M\), we have \(g''\ge0\), so \(g'\) does not decrease. It starts at \(g'(a)=0\), so \(g'\ge0\), and therefore \(g(b)\ge g(a)=E(a)\). Rearranged, the estimate exceeds \(E(b)-E(a)\) by at most \(M(b-a)^3/12\). Replacing \(E,P,\kappa,\kappa'\) by their negatives gives the opposite inequality, because \(-\kappa'\le M\) as well.

**Q:** You used twice that a non-negative slope means no decrease. What happens at the end charges, where the function may not be defined on both sides?

**A:** The derivatives are taken within the closed interval `Icc a b`, so they are one-sided at its ends. Nothing is required of the interface at charges beyond \(a\) and \(b\). The lemma passes to ordinary derivatives in the interior and applies Mathlib's monotonicity theorem, with continuity taking care of the ends.

```lean
/-- A quantity whose slope is non-negative throughout a charge interval does not decrease
along that interval. -/
theorem monotoneOn_of_slope {f f' : ℝ → ℝ} {a b : ℝ}
    (h : ∀ x ∈ Icc a b, HasDerivWithinAt f (f' x) (Icc a b) x)
    (h0 : ∀ x ∈ Icc a b, 0 ≤ f' x) : MonotoneOn f (Icc a b) := by
  have hd : ∀ x ∈ interior (Icc a b), HasDerivAt f (f' x) x := by
    intro x hx
    rw [interior_Icc] at hx
    exact (h x (Ioo_subset_Icc_self hx)).hasDerivAt (Icc_mem_nhds hx.1 hx.2)
  refine monotoneOn_of_deriv_nonneg (convex_Icc a b)
    (fun x hx => (h x hx).continuousWithinAt)
    (fun x hx => (hd x hx).differentiableAt.differentiableWithinAt) ?_
  intro x hx
  rw [(hd x hx).deriv]
  exact h0 x (interior_subset hx)
```

The one-sided bound then follows the calculation above. In the code, `hs` says that \(g'\) is monotone and `hg` says that \(g\) is. Each `congr_deriv (by ring)` checks that the product rule gives the slope I wrote down, and the last `linarith` rearranges \(g(b)\ge g(a)\).

```lean
/-- If the potential `P = E'` has second derivative at most `M` on `[a, b]`, the two-point
estimate exceeds the true charging energy by at most `M (b - a)³ / 12`. -/
theorem estimate_sub_energy_le {E P κ κ' : ℝ → ℝ} {a b M : ℝ} (hab : a < b)
    (hE : ∀ q ∈ Icc a b, HasDerivWithinAt E (P q) (Icc a b) q)
    (hP : ∀ q ∈ Icc a b, HasDerivWithinAt P (κ q) (Icc a b) q)
    (hκ : ∀ q ∈ Icc a b, HasDerivWithinAt κ (κ' q) (Icc a b) q)
    (hM : ∀ q ∈ Icc a b, κ' q ≤ M) :
    chargingEstimate P a b - (E b - E a) ≤ M * (b - a) ^ 3 / 12 := by
  have hl : ∀ q : ℝ, HasDerivWithinAt (fun t : ℝ => t - a) 1 (Icc a b) q :=
    fun q => (hasDerivWithinAt_id q _).sub_const a
  have ha : a ∈ Icc a b := left_mem_Icc.2 hab.le
  have hb : b ∈ Icc a b := right_mem_Icc.2 hab.le
  -- the slope of the corrected error is itself increasing, and vanishes at `a`
  have hs : MonotoneOn (fun t => (P t - P a) / 2 - (t - a) * κ t / 2
      + M / 4 * ((t - a) * (t - a))) (Icc a b) := by
    refine monotoneOn_of_slope (f' := fun t => (t - a) * (M - κ' t) / 2) ?_ ?_
    · intro q hq
      exact (((((hP q hq).sub_const (P a)).div_const 2).fun_sub
        (((hl q).fun_mul (hκ q hq)).div_const 2)).fun_add
        (((hl q).fun_mul (hl q)).const_mul (M / 4))).congr_deriv (by ring)
    · intro q hq
      have h1 : 0 ≤ q - a := sub_nonneg.2 hq.1
      have h2 : 0 ≤ M - κ' q := sub_nonneg.2 (hM q hq)
      positivity
  -- hence the corrected error, with its constant term `-E a` left out, does not decrease
  have hg : MonotoneOn (fun t => E t - (t - a) * (P a + P t) / 2
      + M / 12 * ((t - a) * ((t - a) * (t - a)))) (Icc a b) := by
    refine monotoneOn_of_slope (f' := fun t => (P t - P a) / 2 - (t - a) * κ t / 2
      + M / 4 * ((t - a) * (t - a))) ?_ ?_
    · intro q hq
      exact (((hE q hq).fun_sub
        (((hl q).fun_mul ((hP q hq).const_add (P a))).div_const 2)).fun_add
        (((hl q).fun_mul ((hl q).fun_mul (hl q))).const_mul (M / 12))).congr_deriv (by ring)
    · intro q hq
      have h := hs ha hq hq.1
      beta_reduce at h ⊢
      linarith
  have h := hg ha hb hab.le
  beta_reduce at h
  unfold chargingEstimate
  linarith
```

**Q:** Your hypotheses name four functions. Could someone put in a \(P\) unrelated to \(E\)?

**A:** No. `hE` says that \(P\) is the derivative of \(E\), `hP` that \(\kappa\) is the derivative of \(P\), and `hκ` that \(\kappa'\) is the derivative of \(\kappa\). A three times continuously differentiable \(E\) satisfies all three, though continuity of \(\kappa'\) is not required. What remains with the user is to ensure that the potential read from a calculation really is \(dE/dq\), with matching sign and reference. If a level crossing or a sudden rearrangement puts a kink in \(E\) between \(a\) and \(b\), `hE` fails.

The two-sided theorem calls the previous one twice, the second time with all signs reversed:

```lean
/-- If the potential `P = E'` has second derivative bounded by `M` in absolute value on
`[a, b]`, the charging energy differs from the two-point estimate by at most
`M (b - a)³ / 12`. -/
theorem abs_energy_sub_estimate_le {E P κ κ' : ℝ → ℝ} {a b M : ℝ} (hab : a < b)
    (hE : ∀ q ∈ Icc a b, HasDerivWithinAt E (P q) (Icc a b) q)
    (hP : ∀ q ∈ Icc a b, HasDerivWithinAt P (κ q) (Icc a b) q)
    (hκ : ∀ q ∈ Icc a b, HasDerivWithinAt κ (κ' q) (Icc a b) q)
    (hM : ∀ q ∈ Icc a b, |κ' q| ≤ M) :
    |E b - E a - chargingEstimate P a b| ≤ M * (b - a) ^ 3 / 12 := by
  have h1 := estimate_sub_energy_le hab hE hP hκ (fun q hq => (abs_le.1 (hM q hq)).2)
  -- the other side follows by reversing the sign of energy and potential
  have h2 := estimate_sub_energy_le (E := fun q => -E q) (P := fun q => -P q)
    (κ := fun q => -κ q) (κ' := fun q => -κ' q) (M := M) hab
    (fun q hq => (hE q hq).fun_neg) (fun q hq => (hP q hq).fun_neg)
    (fun q hq => (hκ q hq).fun_neg)
    (fun q hq => by linarith [(abs_le.1 (hM q hq)).1])
  unfold chargingEstimate at *
  rw [abs_le]
  constructor <;> linarith
```

**Q:** So far this is the energy of charging. I want the correction at constant potential.

**A:** Hold the reservoir at \(U=P(a)\) and subtract \(P(a)(b-a)\) from both the energy difference and its estimate. The estimate becomes

\[
\frac{(b-a)(P(a)+P(b))}{2}-P(a)(b-a)=\frac{(b-a)(P(b)-P(a))}{2},
\]

and the error is unchanged. The proof is this identity followed by the main theorem.

```lean
/-- With the reservoir held at the potential `P a`, the grand energies at charges `b` and `a`
differ by half the charge change times the potential change, up to `M (b - a)³ / 12`, if the
second derivative of `P = E'` is bounded by `M` in absolute value on `[a, b]`. -/
theorem constant_potential_correction {E P κ κ' : ℝ → ℝ} {a b M : ℝ} (hab : a < b)
    (hE : ∀ q ∈ Icc a b, HasDerivWithinAt E (P q) (Icc a b) q)
    (hP : ∀ q ∈ Icc a b, HasDerivWithinAt P (κ q) (Icc a b) q)
    (hκ : ∀ q ∈ Icc a b, HasDerivWithinAt κ (κ' q) (Icc a b) q)
    (hM : ∀ q ∈ Icc a b, |κ' q| ≤ M) :
    |grandEnergy E (P a) b - grandEnergy E (P a) a - (b - a) * (P b - P a) / 2|
      ≤ M * (b - a) ^ 3 / 12 := by
  have e : grandEnergy E (P a) b - grandEnergy E (P a) a - (b - a) * (P b - P a) / 2
      = E b - E a - chargingEstimate P a b := by
    unfold grandEnergy chargingEstimate
    ring
  rw [e]
  exact abs_energy_sub_estimate_le hab hE hP hκ hM
```

**Q:** A reaction has a reactant and a product, and you have a single function \(E\).

**A:** The theorem concerns one of them at a time. Suppose the product was computed at charge \(b\), while at the electrode's potential it would carry charge \(a\). The corollary estimates how much its grand energy at \(b\) lies above that at \(a\). It is stated for \(a<b\). For \(b<a\) the same estimate holds with \(|b-a|^3\) in the bound, because exchanging the two charges in the main theorem only reverses the sign of the error. The chemical energy difference between product and reactant is a separate input, which the corollary does not supply.

**Q:** And when is the estimate exact? I would say for a constant capacitance \(C\).

**A:** Yes, and there is a converse. If \(P(q)=c+kq\) with constants \(c\) and \(k\), where \(k=1/C\), then \(E(q)-cq-kq^2/2\) has zero slope and is constant. For charges \(x\le y\) in the interval,

\[
E(y)-E(x)=c(y-x)+\frac{k(y^2-x^2)}{2}=\frac{(y-x)(P(x)+P(y))}{2}.
\]

Conversely, suppose that the estimate is exact for every such pair. Charging from \(a\) to \(b\) in one step or through an intermediate \(q\) must cost the same, so

\[
(q-a)(P(a)+P(q))+(b-q)(P(q)+P(b))=(b-a)(P(a)+P(b)),
\]

which simplifies to \((b-a)P(q)=(b-q)P(a)+(q-a)P(b)\). This is a straight line in \(q\).

Exactness for the single pair \(a,b\) would not be enough: with \(P(q)=q+q^3\) on \([-1,1]\), in suitable units, both the energy difference and the estimate vanish.

In the code, `h1`, `h2` and `h3` are the two partial steps and the single step, and `linear_combination` does the simplification. The other direction shows that a function of zero slope is constant by applying the monotonicity lemma to it and to its negative.

```lean
/-- For `P = E'` on `[a, b]`, the two-point estimate is exact between all pairs of charges in
the interval if and only if the potential is an affine function of charge there. -/
theorem estimate_exact_iff_affine {E P : ℝ → ℝ} {a b : ℝ} (hab : a < b)
    (hE : ∀ q ∈ Icc a b, HasDerivWithinAt E (P q) (Icc a b) q) :
    (∀ x ∈ Icc a b, ∀ y ∈ Icc a b, x ≤ y → E y - E x = chargingEstimate P x y) ↔
      ∃ c k : ℝ, ∀ q ∈ Icc a b, P q = c + k * q := by
  have hne : b - a ≠ 0 := (sub_pos.2 hab).ne'
  constructor
  · intro h
    obtain ⟨k, hk⟩ : ∃ k, k * (b - a) = P b - P a := ⟨_, div_mul_cancel₀ _ hne⟩
    refine ⟨P a - k * a, k, fun q hq => ?_⟩
    have ha : a ∈ Icc a b := left_mem_Icc.2 hab.le
    have hb : b ∈ Icc a b := right_mem_Icc.2 hab.le
    -- compare charging in one step with charging in two steps through `q`
    have h1 := h a ha q hq hq.1
    have h2 := h q hq b hb hq.2
    have h3 := h a ha b hb hab.le
    unfold chargingEstimate at h1 h2 h3
    apply mul_left_cancel₀ hne
    linear_combination -2 * (h1 + h2 - h3) - (q - a) * hk
  · rintro ⟨c, k, hP⟩ x hx y hy hxy
    have hd : ∀ q ∈ Icc a b, HasDerivWithinAt
        (fun t => E t - (c * t + k / 2 * (t * t))) 0 (Icc a b) q := by
      intro q hq
      have hi : HasDerivWithinAt (fun t : ℝ => t) 1 (Icc a b) q := hasDerivWithinAt_id q _
      exact ((hE q hq).fun_sub ((hi.const_mul c).fun_add
        ((hi.fun_mul hi).const_mul (k / 2)))).congr_deriv (by rw [hP q hq]; ring)
    have h1 := monotoneOn_of_slope (f' := fun _ => 0) hd (fun _ _ => le_rfl) hx hy hxy
    have h2 := monotoneOn_of_slope (f' := fun _ => -0) (fun q hq => (hd q hq).fun_neg)
      (fun _ _ => by simp) hx hy hxy
    beta_reduce at h1 h2
    unfold chargingEstimate
    rw [hP x hx, hP y hy]
    linarith
```

The simplest instance is an ideal capacitor charged from \(0\) to \(Q>0\). Its potential is \(P(q)=q/C\), so \(M=0\) will do, and the estimate is \(Q\cdot(Q/C)/2=Q^2/(2C)\), the textbook energy.

**Q:** For a real double layer I may know only the sign of the curvature.

**A:** Then you still know the sign of the error. A convex \(P\) lies below its chord:

\[
P(t)\le P(a)+k(t-a),\qquad k=\frac{P(b)-P(a)}{b-a}.
\]

Here \(k\) is the slope of the chord. Integrating from \(a\) to \(b\) gives

\[
E(b)-E(a)\le (b-a)P(a)+\frac{k(b-a)^2}{2}=\frac{(b-a)(P(a)+P(b))}{2}.
\]

No derivative of \(P\) is assumed. The code avoids the integral by showing that the chord's energy minus \(E\) does not decrease. The weight `w` is \((q-a)/(b-a)\), the fraction of the charge already transferred, and convexity at that weight is the chord inequality.

```lean
/-- If the potential `P = E'` is a convex function of charge on `[a, b]`, the two-point
estimate is never smaller than the true charging energy. -/
theorem energy_le_estimate_of_convex {E P : ℝ → ℝ} {a b : ℝ} (hab : a < b)
    (hE : ∀ q ∈ Icc a b, HasDerivWithinAt E (P q) (Icc a b) q)
    (hc : ConvexOn ℝ (Icc a b) P) : E b - E a ≤ chargingEstimate P a b := by
  have hpos : 0 < b - a := sub_pos.2 hab
  have ha : a ∈ Icc a b := left_mem_Icc.2 hab.le
  have hb : b ∈ Icc a b := right_mem_Icc.2 hab.le
  obtain ⟨k, hk⟩ : ∃ k, k * (b - a) = P b - P a := ⟨_, div_mul_cancel₀ _ hpos.ne'⟩
  -- the energy of the chord potential grows at least as fast as the true energy
  have hm : MonotoneOn (fun t => P a * (t - a) + k / 2 * ((t - a) * (t - a)) - E t)
      (Icc a b) := by
    refine monotoneOn_of_slope (f' := fun t => P a + k * (t - a) - P t) ?_ ?_
    · intro q hq
      have hl : HasDerivWithinAt (fun t : ℝ => t - a) 1 (Icc a b) q :=
        (hasDerivWithinAt_id q _).sub_const a
      exact (((hl.const_mul (P a)).fun_add ((hl.fun_mul hl).const_mul (k / 2))).fun_sub
        (hE q hq)).congr_deriv (by ring)
    · intro q hq
      obtain ⟨w, hw⟩ : ∃ w, w * (b - a) = q - a := ⟨_, div_mul_cancel₀ _ hpos.ne'⟩
      have hw0 : 0 ≤ w := by
        by_contra hn
        nlinarith [hq.1, mul_pos (neg_pos.2 (not_le.1 hn)) hpos]
      have hw1 : 0 ≤ 1 - w := by
        by_contra hn
        nlinarith [hq.2, mul_pos (neg_pos.2 (not_le.1 hn)) hpos]
      have h := hc.2 ha hb hw1 hw0 (by ring)
      simp only [smul_eq_mul] at h
      have e1 : (1 - w) * a + w * b = q := by linear_combination hw
      have e2 : k * (q - a) = w * (P b - P a) := by
        linear_combination -k * hw + w * hk
      rw [e1] at h
      linarith
  have h := hm ha hb hab.le
  beta_reduce at h
  have e : k / 2 * ((b - a) * (b - a)) = (P b - P a) * (b - a) / 2 := by
    linear_combination (b - a) / 2 * hk
  unfold chargingEstimate
  linarith
```

**Q:** Could a better argument replace \(1/12\) by something smaller?

**A:** Not under the same hypotheses. Take \(E(q)=Mq^3/6\) with \(M>0\), so that \(P(q)=Mq^2/2\) and \(P''=M\). For \(0<a<b\) the differential capacitance \(1/(Mq)\) is positive throughout the interval; the algebra holds for other charges too, but there the capacitance would be negative or infinite somewhere. The estimate minus the true energy difference is

\[
\frac{M(b-a)(a^2+b^2)}{4}-\frac{M(b^3-a^3)}{6}
=\frac{M(b-a)(a^2-2ab+b^2)}{12}
=\frac{M(b-a)^3}{12}.
\]

The last theorem verifies the three derivatives and this equality, which `ring` settles once the estimate is unfolded.

```lean
/-- The cubic energy `M q³ / 6` has potential `M q² / 2`, whose second derivative is `M`, and
its two-point estimate exceeds the charging energy by exactly `M (b - a)³ / 12`. -/
theorem cubic_attains_bound (M a b : ℝ) :
    (∀ q : ℝ, HasDerivAt (fun t : ℝ => M * t ^ 3 / 6) (M * q ^ 2 / 2) q) ∧
    (∀ q : ℝ, HasDerivAt (fun t : ℝ => M * t ^ 2 / 2) (M * q) q) ∧
    (∀ q : ℝ, HasDerivAt (fun t : ℝ => M * t) M q) ∧
    chargingEstimate (fun t => M * t ^ 2 / 2) a b - (M * b ^ 3 / 6 - M * a ^ 3 / 6)
      = M * (b - a) ^ 3 / 12 := by
  refine ⟨fun q => ?_, fun q => ?_, fun q => ?_, ?_⟩
  · exact (((hasDerivAt_pow 3 q).const_mul M).div_const 6).congr_deriv (by norm_num; ring)
  · exact (((hasDerivAt_pow 2 q).const_mul M).div_const 2).congr_deriv (by norm_num; ring)
  · exact ((hasDerivAt_id q).const_mul M).congr_deriv (by ring)
  · unfold chargingEstimate
    ring

end

end ChargeExtrapolation
```

```lean
#print axioms ChargeExtrapolation.constant_potential_correction
-- 'ChargeExtrapolation.constant_potential_correction' depends on axioms: [propext, Classical.choice, Quot.sound]
#print axioms ChargeExtrapolation.estimate_exact_iff_affine
-- 'ChargeExtrapolation.estimate_exact_iff_affine' depends on axioms: [propext, Classical.choice, Quot.sound]
#print axioms ChargeExtrapolation.energy_le_estimate_of_convex
-- 'ChargeExtrapolation.energy_le_estimate_of_convex' depends on axioms: [propext, Classical.choice, Quot.sound]
#print axioms ChargeExtrapolation.cubic_attains_bound
-- 'ChargeExtrapolation.cubic_attains_bound' depends on axioms: [propext, Classical.choice, Quot.sound]
```

**Q:** Then my remaining doubt is about \(M\), not about the inequality.

**A:** That is where it belongs. Two end potentials alone do not determine \(M\). A third calculation at an intermediate charge can reveal curvature in \(P\), but finitely many values of \(P\) give no upper bound on \(|P''|\) over the whole interval without a further assumption about how the capacitance varies.
